# The March-Plaskett identity at a fixed radius: semiclassical integrals give the Thomas-Fermi density and kinetic energy density

To count the electrons of a spherical atom at distance r from the nucleus, the definition `cellSum` below treats angular momentum as a continuous variable λ, with 2λ angular states per unit of λ. For each such state it places two electrons, one per spin, in every cell of area 2π (in atomic units) of radial phase space where the total momentum is at most a given local Fermi momentum p. With these choices, the count and the kinetic energy at r agree with those of the Thomas-Fermi model with the same p.

```lean
import Mathlib

open scoped Real

namespace MarchPlaskett

noncomputable section

/-- Semiclassical sum at radius `r > 0` with local Fermi momentum `p ≥ 0`: the degeneracy `2 l` is
integrated over `0 ≤ l ≤ p r`, and the weight `w l q` over the radial momenta `q` with
`q² ≤ p² - l²/r²`, with two spin states per phase-space cell `2π` (atomic units). -/
def cellSum (r p : ℝ) (w : ℝ → ℝ → ℝ) : ℝ :=
  ∫ l in (0 : ℝ)..(p * r),
    2 * l * (2 / (2 * π) * ∫ q in {q : ℝ | q ^ 2 ≤ p ^ 2 - l ^ 2 / r ^ 2}, w l q)

/-- Kinetic energy of an electron at radius `r ≠ 0` with angular momentum `l` and radial
momentum `q`. -/
def kinetic (r l q : ℝ) : ℝ := (q ^ 2 + l ^ 2 / r ^ 2) / 2

/-- Integral of `a + b q²` over the radial momenta with `q² ≤ y`, for `y ≥ 0`. -/
theorem radial_integral (a b : ℝ) {y : ℝ} (hy : 0 ≤ y) :
    ∫ q in {q : ℝ | q ^ 2 ≤ y}, (a + b * q ^ 2) = 2 * a * √y + 2 * b / 3 * √y ^ 3 := by
  -- the allowed momenta form a symmetric interval
  have hs : {q : ℝ | q ^ 2 ≤ y} = Set.Icc (-√y) (√y) := by
    ext q
    exact Real.sq_le hy
  have hd : ∀ q ∈ Set.uIcc (-√y) (√y),
      HasDerivAt (fun q : ℝ => a * q + b / 3 * q ^ 3) (a + b * q ^ 2) q := by
    intro q _
    have h := ((hasDerivAt_id' q).const_mul a).fun_add ((hasDerivAt_pow 3 q).const_mul (b / 3))
    refine h.congr_deriv ?_
    show a * 1 + b / 3 * (((3 : ℕ) : ℝ) * q ^ 2) = _
    push_cast
    ring
  rw [hs, MeasureTheory.integral_Icc_eq_integral_Ioc,
    ← intervalIntegral.integral_of_le (by linarith [Real.sqrt_nonneg y]),
    intervalIntegral.integral_eq_sub_of_hasDerivAt hd
      (Continuous.intervalIntegrable (by fun_prop) _ _)]
  ring

/-- Integral over angular momentum, up to the turning point `l = p r`, of `2 l` times a
combination of the first and third powers of the largest radial momentum, for `r > 0`, `p ≥ 0`. -/
theorem angular_integral {r p : ℝ} (hr : 0 < r) (hp : 0 ≤ p) (A B : ℝ) :
    ∫ l in (0 : ℝ)..(p * r),
      2 * l * (A * √(p ^ 2 - l ^ 2 / r ^ 2) + B * √(p ^ 2 - l ^ 2 / r ^ 2) ^ 3)
      = r ^ 2 * (2 * A / 3 * p ^ 3 + 2 * B / 5 * p ^ 5) := by
  have hd : ∀ l ∈ Set.Ioo 0 (p * r), HasDerivAt
      (fun l : ℝ => -r ^ 2 * (2 * A / 3 * √(p ^ 2 - l ^ 2 / r ^ 2) ^ 3
        + 2 * B / 5 * √(p ^ 2 - l ^ 2 / r ^ 2) ^ 5))
      (2 * l * (A * √(p ^ 2 - l ^ 2 / r ^ 2) + B * √(p ^ 2 - l ^ 2 / r ^ 2) ^ 3)) l := by
    intro l hl
    -- inside the interval the radial momentum is strictly positive
    have hy : 0 < p ^ 2 - l ^ 2 / r ^ 2 := by
      have h1 : l / r < p := (div_lt_iff₀ hr).mpr hl.2
      have h0 : 0 < l / r := div_pos hl.1 hr
      rw [← div_pow]
      nlinarith
    have h1 : HasDerivAt (fun l : ℝ => p ^ 2 - l ^ 2 / r ^ 2) (-(2 * l / r ^ 2)) l := by
      have h := ((hasDerivAt_pow 2 l).div_const (r ^ 2)).const_sub (p ^ 2)
      exact h.congr_deriv (by norm_num)
    have h2 := h1.sqrt hy.ne'
    have h3 := (((h2.fun_pow 3).const_mul (2 * A / 3)).fun_add
      ((h2.fun_pow 5).const_mul (2 * B / 5))).const_mul (-r ^ 2)
    refine h3.congr_deriv ?_
    have hs : √(p ^ 2 - l ^ 2 / r ^ 2) ≠ 0 := (Real.sqrt_pos.mpr hy).ne'
    simp only [Nat.cast_ofNat, Nat.reduceSub]
    generalize √(p ^ 2 - l ^ 2 / r ^ 2) = s at hs ⊢
    have e : r ^ 2 * s * (-(2 * l / r ^ 2) / (2 * s)) = -l := by
      field_simp
    linear_combination (-(2 * A * s) - 2 * B * s ^ 3) * e
  have key := intervalIntegral.integral_eq_sub_of_hasDerivAt_of_le (mul_nonneg hp hr.le)
    (Continuous.continuousOn (by fun_prop)) hd
    (Continuous.intervalIntegrable (by fun_prop) _ _)
  have e1 : p ^ 2 - (p * r) ^ 2 / r ^ 2 = 0 := by
    rw [mul_pow, mul_div_assoc, div_self (pow_ne_zero 2 hr.ne')]
    ring
  have e0 : p ^ 2 - (0 : ℝ) ^ 2 / r ^ 2 = p ^ 2 := by simp
  rw [key]
  simp only [e1, e0, Real.sqrt_zero, Real.sqrt_sq hp]
  ring

/-- For `r > 0` and `p ≥ 0`, weighting the semiclassical sum by a constant `a` plus `b` times the
kinetic energy gives `4πr²` times `a p³/(3π²) + b p⁵/(10π²)`. -/
theorem cellSum_affine {r p : ℝ} (hr : 0 < r) (hp : 0 ≤ p) (a b : ℝ) :
    cellSum r p (fun l q => a + b * kinetic r l q)
      = a * (4 * π * r ^ 2 * p ^ 3 / (3 * π ^ 2))
        + b * (4 * π * r ^ 2 * p ^ 5 / (10 * π ^ 2)) := by
  unfold cellSum
  refine (intervalIntegral.integral_congr (g := fun l : ℝ =>
    2 * l * ((2 * a + b * p ^ 2) / π * √(p ^ 2 - l ^ 2 / r ^ 2)
      + (-(2 * b / 3) / π) * √(p ^ 2 - l ^ 2 / r ^ 2) ^ 3)) ?_).trans
    ((angular_integral hr hp _ _).trans ?_)
  · intro l hl
    rw [Set.uIcc_of_le (mul_nonneg hp hr.le)] at hl
    have hy : 0 ≤ p ^ 2 - l ^ 2 / r ^ 2 := by
      have h1 : l / r ≤ p := (div_le_iff₀ hr).mpr hl.2
      have h0 : 0 ≤ l / r := div_nonneg hl.1 hr.le
      rw [← div_pow]
      nlinarith
    have hf : (fun q : ℝ => a + b * kinetic r l q)
        = fun q => (a + b * (l ^ 2 / r ^ 2) / 2) + b / 2 * q ^ 2 := by
      funext q
      unfold kinetic
      ring
    dsimp only
    rw [hf, radial_integral _ _ hy]
    -- trade the centrifugal term for the squared radial momentum
    have hs := Real.sq_sqrt hy
    linear_combination (2 * l / π * b * √(p ^ 2 - l ^ 2 / r ^ 2)) * hs
  · have hpi : π ≠ 0 := Real.pi_ne_zero
    field_simp
    ring

/-- Fixed-radius form of the March-Plaskett identity: for `r > 0` and `p ≥ 0` the semiclassical sum
over angular and radial momenta gives `4πr²` times the Thomas-Fermi density `p³/(3π²)`, and its
kinetic-energy-weighted form gives `4πr²` times the Thomas-Fermi kinetic energy density `p⁵/(10π²)`.
-/
theorem march_plaskett {r p : ℝ} (hr : 0 < r) (hp : 0 ≤ p) :
    cellSum r p (fun _ _ => 1) = 4 * π * r ^ 2 * p ^ 3 / (3 * π ^ 2) ∧
    cellSum r p (kinetic r) = 4 * π * r ^ 2 * p ^ 5 / (10 * π ^ 2) := by
  constructor
  · simpa only [zero_mul, one_mul, add_zero] using cellSum_affine hr hp 1 0
  · simpa only [zero_mul, one_mul, zero_add] using cellSum_affine hr hp 0 1

/-- For `r > 0` and `p ≥ 0`, the semiclassical kinetic energy per unit volume is
`(3/10) (3π²)^(2/3) n^(5/3)`, where `n` is the semiclassical number of electrons per unit volume. -/
theorem thomas_fermi_kinetic {r p : ℝ} (hr : 0 < r) (hp : 0 ≤ p) :
    cellSum r p (kinetic r) / (4 * π * r ^ 2)
      = 3 / 10 * (3 * π ^ 2) ^ (2 / 3 : ℝ)
        * (cellSum r p (fun _ _ => 1) / (4 * π * r ^ 2)) ^ (5 / 3 : ℝ) := by
  obtain ⟨hN, hT⟩ := march_plaskett hr hp
  have hpi : π ≠ 0 := Real.pi_ne_zero
  have hc : 0 < 3 * π ^ 2 := by positivity
  have e1 : 4 * π * r ^ 2 * p ^ 3 / (3 * π ^ 2) / (4 * π * r ^ 2) = p ^ 3 / (3 * π ^ 2) := by
    field_simp
  have e2 : 4 * π * r ^ 2 * p ^ 5 / (10 * π ^ 2) / (4 * π * r ^ 2) = p ^ 5 / (10 * π ^ 2) := by
    field_simp
  have h1 : (3 * π ^ 2) ^ (5 / 3 : ℝ) = 3 * π ^ 2 * (3 * π ^ 2) ^ (2 / 3 : ℝ) := by
    rw [show (5 / 3 : ℝ) = 1 + 2 / 3 by norm_num, Real.rpow_add hc, Real.rpow_one]
  have h2 : (p ^ 3) ^ (5 / 3 : ℝ) = p ^ 5 := by
    rw [← Real.rpow_natCast p 3, ← Real.rpow_mul hp, ← Real.rpow_natCast p 5]
    congr 1
    norm_num
  have hk : (3 * π ^ 2) ^ (2 / 3 : ℝ) ≠ 0 := (Real.rpow_pos_of_pos hc _).ne'
  rw [hN, hT, e1, e2, Real.div_rpow (by positivity) hc.le, h1, h2]
  generalize (3 * π ^ 2) ^ (2 / 3 : ℝ) = k at hk ⊢
  field_simp

/-- For the `L` lowest angular momenta, the sum of the degeneracies `2l+1` equals the integral
of `2x` from `0` to `L`. -/
theorem degeneracy_sum (L : ℕ) :
    ∑ l ∈ Finset.range L, (2 * (l : ℝ) + 1) = ∫ x in (0 : ℝ)..L, 2 * x := by
  rw [intervalIntegral.integral_const_mul, integral_id]
  induction L with
  | zero => simp
  | succ L ih =>
    rw [Finset.sum_range_succ, ih]
    push_cast
    ring

/-- For the `L` lowest angular momenta, the degeneracy-weighted sum of `(l+1/2)²` lies below
the corresponding integral by exactly `L²/4`. -/
theorem centrifugal_shell_correction (L : ℕ) :
    ∑ l ∈ Finset.range L, (2 * (l : ℝ) + 1) * ((l : ℝ) + 1 / 2) ^ 2
      = (∫ x in (0 : ℝ)..L, 2 * x * x ^ 2) - (L : ℝ) ^ 2 / 4 := by
  have hx : ∀ x : ℝ, 2 * x * x ^ 2 = 2 * x ^ 3 := fun x => by ring
  simp only [hx]
  rw [intervalIntegral.integral_const_mul, integral_pow]
  induction L with
  | zero => simp
  | succ L ih =>
    rw [Finset.sum_range_succ, ih]
    push_cast
    ring

end

end MarchPlaskett
```

```lean
#print axioms MarchPlaskett.march_plaskett
-- 'MarchPlaskett.march_plaskett' depends on axioms: [propext, Classical.choice, Quot.sound]
#print axioms MarchPlaskett.thomas_fermi_kinetic
-- 'MarchPlaskett.thomas_fermi_kinetic' depends on axioms: [propext, Classical.choice, Quot.sound]
#print axioms MarchPlaskett.degeneracy_sum
-- 'MarchPlaskett.degeneracy_sum' depends on axioms: [propext, Classical.choice, Quot.sound]
#print axioms MarchPlaskett.centrifugal_shell_correction
-- 'MarchPlaskett.centrifugal_shell_correction' depends on axioms: [propext, Classical.choice, Quot.sound]
```

## The radial sum and its two values

Atomic units are used throughout, so Planck's constant is 2π. The number p is the local Fermi momentum, the largest momentum an electron may have at radius r. The continuous angular momentum is called λ here and `l` in the code, up to the last two theorems. The radial momentum is `q` in the code and q here, and pr always means the product of p and r.

For a weight w(λ, q), the definition reads

cellSum(r, p, w) = ∫ from 0 to pr of 2λ · [ (2/(2π)) ∫ over q² ≤ p² − λ²/r² of w(λ, q) dq ] dλ.

The theorem `march_plaskett` says that for r > 0 and p ≥ 0

cellSum with w = 1 is 4πr² · p³/(3π²),

cellSum with w = (q² + λ²/r²)/2 is 4πr² · p⁵/(10π²).

The second weight is the kinetic energy of one electron, named `kinetic` in the code. The factors p³/(3π²) and p⁵/(10π²) are the density and the kinetic energy density of a uniform gas of non-interacting electrons with Fermi momentum p. The factor 4πr² is the area of the sphere, so each value is an amount per unit radial length.

The more general `cellSum_affine` takes the weight a + b · kinetic with real constants a and b. Setting a to the potential energy of an electron at r and b to 1 gives the total one-electron energy per unit radial length.

## What the integral stands for

In a central potential, an orbital with integer angular momentum l is (2l+1)-fold degenerate. With λ = l + 1/2 this degeneracy is exactly 2λ, and the sum over l becomes an integral over λ with density 2λ. The centrifugal part of the kinetic energy is taken as λ²/(2r²), so (l + 1/2)² replaces the quantum-mechanical l(l+1), as is customary in semiclassical work.

For each λ, the radial motion is one-dimensional. The factor 2/(2π) counts two spin states per phase-space cell, and q runs over both signs because electrons move inward as well as outward. The condition q² ≤ p² − λ²/r² says that the total momentum does not exceed p. It leaves room for some q only as long as λ ≤ pr, which fixes the upper limit of the outer integral. At λ = pr the radial momentum vanishes, so r is a turning point of that orbit.

The parameter p is given, not computed. In an atom where an electron has potential energy V(r) and the chemical potential is μ, one would take p² = 2(μ − V(r)) wherever the right-hand side is non-negative. The case p = 0 is the edge of the classically allowed region, where both sums vanish.

The theorems do not justify the model for a real atom. The model treats the electrons as independent particles in a central potential, and it replaces the occupied quantum orbitals, with their discrete quantum numbers and oscillating densities, by a filled region of phase space. The name March-Plaskett is usually attached to a sum of semiclassical eigenvalues over a whole atom. The identity here concerns the radial integrand of such a sum once the quantum numbers are treated as continuous: it holds at one radius, and neither eigenvalues nor an integration over r enter.

## Integrating over the radial momentum

Write s = √(p² − λ²/r²) for the largest allowed radial momentum at given λ. The allowed q fill the interval from −s to s, so for constants a and b

∫ from −s to s of (a + b q²) dq = 2a s + (2b/3) s³.

This is `radial_integral`, stated for any y ≥ 0 in place of s². The proof first uses `Real.sq_le` to identify the set q² ≤ y with the closed interval from −√y to √y. It then differentiates a q + (b/3) q³ and applies the fundamental theorem of calculus.

For the count, a = 1 and b = 0, and the inner integral is 2s. For the kinetic energy, the centrifugal term is constant in q, so a = λ²/(2r²) and b = 1/2. The inner integral is then

(λ²/r²) s + s³/3.

Since λ²/r² = p² − s², this equals

p² s − (2/3) s³.

Both results are now combinations of s and s³ whose coefficients do not depend on λ.

## Integrating over the angular momentum

It remains to evaluate the integral of 2λ(A s + B s³) for constants A and B. Differentiating s² = p² − λ²/r² gives

λ dλ = −r² s ds.

As λ rises from 0 to pr, s falls from p to 0. Hence

∫ from 0 to pr of 2λ(A s + B s³) dλ = 2r² ∫ from 0 to p of (A s² + B s⁴) ds = r² (2A p³/3 + 2B p⁵/5).

The lemma `angular_integral` reaches the same value without a change of variable. It supplies the antiderivative

−r² (2A s³/3 + 2B s⁵/5)

as a function of λ and checks its derivative. The equation named `e` in that proof is the relation r² s (ds/dλ) = −λ, which is the substitution rule above.

The derivative is checked only strictly between 0 and pr. At the turning point s = 0, where the square root has no derivative, so the chain rule is unavailable there. The version of the fundamental theorem used, `intervalIntegral.integral_eq_sub_of_hasDerivAt_of_le`, asks for continuity on the closed interval, the derivative inside it, and integrability of that derivative. The equations `e1` and `e0` then give the values of s² at the two ends, 0 and p².

## Assembling the density and the kinetic energy

The factor 2/(2π) equals 1/π. For the count, A = 2/π and B = 0, which gives

r² · 4p³/(3π) = 4πr² · p³/(3π²).

For the kinetic energy, A = p²/π and B = −2/(3π), which gives

r² (2p⁵/(3π) − 4p⁵/(15π)) = 2r² p⁵/(5π) = 4πr² · p⁵/(10π²).

The proof of `cellSum_affine` treats both at once, with A = (2a + b p²)/π and B = −2b/(3π). Its first part shows that the integrands agree at every λ between 0 and pr. There `radial_integral` does the q integral, and `linear_combination` with the fact s² = p² − λ²/r² removes the centrifugal term. Its second part simplifies the value delivered by `angular_integral`. The two statements of `march_plaskett` are the cases a = 1, b = 0 and a = 0, b = 1.

## The kinetic energy as a function of the density

Let n = p³/(3π²) be the number of electrons per unit volume and t = p⁵/(10π²) the kinetic energy per unit volume. In the code these are the two values of `cellSum` divided by 4πr². Solving for the momentum gives p = (3π² n)^(1/3), and therefore

t = (3π² n)^(5/3)/(10π²) = (3/10)(3π²)^(2/3) n^(5/3).

This is `thomas_fermi_kinetic`. Its proof inserts the two values from `march_plaskett`, cancels 4πr², splits the power of the quotient p³/(3π²) into a quotient of powers, and uses (3π²)^(5/3) = 3π² (3π²)^(2/3) and (p³)^(5/3) = p⁵ for p ≥ 0.

In orbital-free density functional theory this expression is the local approximation to the kinetic energy density of non-interacting electrons. The radial sum arrives at it for a spherical system with its shell structure smoothed away.

## Whole shells against the continuous variable

The last two theorems examine the replacement of a sum over l by an integral for two simple weights. Here l is an integer again, running over the L values 0, 1, …, L − 1, and the continuous variable is x. The first theorem, `degeneracy_sum`, states

Σ (2l+1) = L² = ∫ from 0 to L of 2x dx,

so the integral counts the degeneracies with no error. The second, `centrifugal_shell_correction`, weights each term by (l + 1/2)², the squared angular momentum in the semiclassical convention:

Σ (2l+1)(l + 1/2)² = ∫ from 0 to L of 2x³ dx − L²/4 = L⁴/2 − L²/4.

The origin of the correction is visible one l at a time. With m = l + 1/2, the integral over the unit interval belonging to l is

∫ from m − 1/2 to m + 1/2 of 2x³ dx = 2m³ + m/2,

whereas the sum contributes 2m³. The integral therefore exceeds the sum by m/2 = (2l+1)/4 for each l, and these excesses add up to L²/4. For L = 1 the sum is 1/4 and the integral 1/2. For L = 0 both vanish.

Lean proves both formulas by induction on L after evaluating the integrals. In the second, the induction step is the polynomial identity

L⁴/2 − L²/4 + 2(L + 1/2)³ = (L+1)⁴/2 − (L+1)²/4,

which `ring` confirms.

These sums give every l up to L − 1 its full degeneracy and contain no radial momentum. In `cellSum` the weight of each λ also carries the factor s, which falls to zero at the turning point, so the exact agreement of the degeneracy count does not carry over to a sum over integer l at fixed r. For example, if 0 < pr < 1/2, no value l + 1/2 lies below the turning point and such a sum is empty, while the integral is positive.
